# Mass-action networks with a positive complex-balanced point: $\sum_i f_i\ln(c_i/c_i^*)\le 0$ at positive concentrations

After each step of a kinetics integration, one can evaluate $G(c)=\sum_i[c_i\ln(c_i/c_i^*)-c_i+c_i^*]$ and, when the reference point $c^*$ is meant to be a positive complex-balanced point of the network (defined below), treat a rise beyond rounding as a sign of numerical error or of a wrong $c^*$. In a network without such a point, $G$ can rise along exact solutions even if $c^*$ is a steady state. For deterministic, well-mixed mass-action kinetics at constant volume with fixed rate constants, this test rests on the sign of $\dot G=\sum_i f_i\ln(c_i/c_i^*)$, where $f_i=\dot c_i$; this expression is the chain rule applied to $G$, and the theorems concern the sum itself. The sign is settled below for finite networks with a positive complex-balanced $c^*$.

## Networks, rates and complex balance

```lean
import Mathlib

open Finset

namespace ComplexBalancedNetwork

noncomputable section
```

Reaction $r$ turns a source complex $y_r$ into a target complex $y'_r$. Both are vectors of natural numbers indexed by species, and the rate constant $k_r$ is positive.

```lean
/-- A mass-action network: each reaction turns a source complex into a target complex
with a positive rate constant. -/
structure Network (S R : Type*) where
  source : R → S → ℕ
  target : R → S → ℕ
  k : R → ℝ
  k_pos : ∀ r, 0 < k r
```

The rate is $w_r(c)=k_r\prod_i c_i^{y_{r,i}}$, with concentrations in fixed units.

```lean
variable {S R : Type*} [Fintype S] [Fintype R]

/-- The mass-action rate of reaction `r` at concentrations `c`. -/
def Network.rate (N : Network S R) (c : S → ℝ) (r : R) : ℝ :=
  N.k r * ∏ i, c i ^ N.source r i
```

The velocity is $f_i(c)=\sum_r w_r(c)(y'_{r,i}-y_{r,i})$.

```lean
/-- The rate of change of the concentration of species `i`. -/
def Network.velocity (N : Network S R) (c : S → ℝ) (i : S) : ℝ :=
  ∑ r, N.rate c r * ((N.target r i : ℝ) - N.source r i)
```

Complex balance requires that each complex be consumed and formed at equal total rates. Unlike detailed balance, it permits steady circulating currents. The existence of such a point is assumed, not derived.

```lean
/-- Complex balance: every complex is consumed and formed at the same total rate. -/
def Network.ComplexBalanced (N : Network S R) (c : S → ℝ) : Prop :=
  ∀ y : S → ℕ, ∑ r with N.source r = y, N.rate c r = ∑ r with N.target r = y, N.rate c r
```

Stoichiometric coefficients could also have been modelled as real numbers, with real powers in the rates. That would admit fractional orders tied to the stoichiometry, and the derivation at positive concentrations would be the same.

Three abbreviations follow: $\mu_i=\ln(c_i/c_i^*)$ is `logRatio`, $P(y)=\sum_i y_i\mu_i$ is `potential`, and $d_r=\sum_i(y'_{r,i}-y_{r,i})\mu_i$ is `drive`. Despite its name, `drive` is positive when the reaction by itself raises $G$ and negative when it lowers $G$.

```lean
/-- The logarithmic concentration ratio `ln (c_i / c*_i)`. -/
def logRatio (c cs : S → ℝ) (i : S) : ℝ := Real.log (c i / cs i)

/-- The sum of `μ` over the species of a complex, counted with stoichiometry. -/
def potential (μ : S → ℝ) (y : S → ℕ) : ℝ := ∑ i, (y i : ℝ) * μ i

/-- The scalar product of the reaction vector of `r` with `μ`. -/
def Network.drive (N : Network S R) (μ : S → ℝ) (r : R) : ℝ :=
  ∑ i, ((N.target r i : ℝ) - N.source r i) * μ i
```

## (a) The drive as a potential difference

Show that $d_r=P(y'_r)-P(y_r)$.

Distribute the product in $d_r$ and split the sum.

```lean
omit [Fintype R] in
/-- The drive of a reaction is the potential of its target minus that of its source. -/
theorem drive_eq (N : Network S R) (μ : S → ℝ) (r : R) :
    N.drive μ r = potential μ (N.target r) - potential μ (N.source r) := by
  simp only [Network.drive, potential, sub_mul, Finset.sum_sub_distrib]
```

## (b) Equal sums over targets and sources

Let $c$ be complex balanced. Show that $\sum_r w_r(c)\varphi(y'_r)=\sum_r w_r(c)\varphi(y_r)$ for any real function $\varphi$ of complexes.

Group the reactions by target:
$$\sum_r w_r\varphi(y'_r)=\sum_y\Big(\sum_{r:\,y'_r=y}w_r\Big)\varphi(y).$$
Complex balance replaces the bracket by the sum over reactions with source $y$; ungrouping gives the claim. In Lean, `T` collects the complexes that occur, `key` does the grouping, and `hb y` exchanges the brackets.

```lean
/-- At a complex-balanced point, any function of complexes has the same rate-weighted sum
over the targets as over the sources. -/
theorem sum_target_eq_sum_source (N : Network S R) {c : S → ℝ} (hb : N.ComplexBalanced c)
    (φ : (S → ℕ) → ℝ) :
    ∑ r, N.rate c r * φ (N.target r) = ∑ r, N.rate c r * φ (N.source r) := by
  let T : Finset (S → ℕ) := univ.image N.source ∪ univ.image N.target
  -- group the reactions by complex
  have key : ∀ g : R → S → ℕ, (∀ r, g r ∈ T) →
      ∑ r, N.rate c r * φ (g r) = ∑ y ∈ T, (∑ r with g r = y, N.rate c r) * φ y := by
    intro g hg
    refine (Finset.sum_fiberwise_of_maps_to (s := univ) (t := T) (g := g)
      (fun r _ => hg r) (fun r => N.rate c r * φ (g r))).symm.trans ?_
    refine Finset.sum_congr rfl fun y _ => ?_
    rw [Finset.sum_mul]
    refine Finset.sum_congr rfl fun r hr => ?_
    rw [(Finset.mem_filter.mp hr).2]
  rw [key N.target fun r => mem_union_right _ (mem_image_of_mem _ (mem_univ r)),
    key N.source fun r => mem_union_left _ (mem_image_of_mem _ (mem_univ r))]
  exact Finset.sum_congr rfl fun y _ => by rw [hb y]
```

## (c) Rates relative to the reference point

For positive $c$ and $c^*$, show that $w_r(c)=w_r(c^*)e^{P(y_r)}$.

Substitute $c_i=c_i^*e^{\mu_i}$ into the monomial. The exponential factors multiply to $\exp(\sum_i y_{r,i}\mu_i)$.

```lean
omit [Fintype R] in
/-- For positive `c` and `c*`, the rate at `c` is the rate at `c*` times the exponential of the
source potential. -/
theorem rate_eq (N : Network S R) {c cs : S → ℝ} (hc : ∀ i, 0 < c i) (hs : ∀ i, 0 < cs i)
    (r : R) :
    N.rate c r = N.rate cs r * Real.exp (potential (logRatio c cs) (N.source r)) := by
  unfold Network.rate potential logRatio
  rw [Real.exp_sum, mul_assoc, ← Finset.prod_mul_distrib]
  congr 1
  refine Finset.prod_congr rfl fun i _ => ?_
  have h : cs i * (c i / cs i) = c i := by
    have := (hs i).ne'
    field_simp
  rw [Real.exp_nat_mul, Real.exp_log (div_pos (hc i) (hs i)), ← mul_pow, h]
```

## (d) An exact identity for $\dot G$

Let $c^*$ also be complex balanced. Show that
$$\sum_i f_i(c)\mu_i=-\sum_r w_r(c)\,(e^{d_r}-1-d_r).$$

Exchanging the sums gives $\sum_i f_i\mu_i=\sum_r w_r(c)d_r$ (`h1`). Now apply (b) at $c^*$ with $\varphi=e^{P}$, then (c) and (a):
$$0=\sum_r w_r(c^*)\big(e^{P(y'_r)}-e^{P(y_r)}\big)=\sum_r w_r(c)(e^{d_r}-1).$$
This is `h2`. Splitting the sum in the claim (`h3`) and combining the three equations finishes the proof. In the Lean names, "dissipation" refers to the loss of $G$. In general it is not the total entropy production, which stays positive in a steady state with circulating currents, where the loss of $G$ is zero.

```lean
/-- For positive `c` and positive complex-balanced `c*`, with `f_i` the velocity and `w_r` the rate
at `c`, and `d_r` the drive of reaction `r` for `ln (c / c*)`: `∑ f_i ln (c_i / c*_i) = -∑ w_r (exp
d_r - 1 - d_r)`. -/
theorem dissipation_identity (N : Network S R) {c cs : S → ℝ} (hc : ∀ i, 0 < c i)
    (hs : ∀ i, 0 < cs i) (hb : N.ComplexBalanced cs) :
    ∑ i, N.velocity c i * logRatio c cs i =
      -∑ r, N.rate c r *
        (Real.exp (N.drive (logRatio c cs) r) - 1 - N.drive (logRatio c cs) r) := by
  set μ := logRatio c cs with hμ
  have h1 : ∑ i, N.velocity c i * μ i = ∑ r, N.rate c r * N.drive μ r := by
    simp only [Network.velocity, Network.drive, Finset.sum_mul, Finset.mul_sum]
    rw [Finset.sum_comm]
    exact Finset.sum_congr rfl fun r _ => Finset.sum_congr rfl fun i _ => by ring
  -- complex balance removes the exponential part
  have h2 : ∑ r, N.rate c r * (Real.exp (N.drive μ r) - 1) = 0 := by
    have h := sum_target_eq_sum_source N hb (fun y => Real.exp (potential μ y))
    rw [← sub_eq_zero, ← Finset.sum_sub_distrib] at h
    rw [← h]
    refine Finset.sum_congr rfl fun r _ => ?_
    have e : Real.exp (potential μ (N.target r)) = Real.exp (potential μ (N.source r)) *
        Real.exp (potential μ (N.target r) - potential μ (N.source r)) := by
      rw [← Real.exp_add]
      congr 1
      ring
    rw [rate_eq N hc hs r, drive_eq, ← hμ, e]
    ring
  have h3 : ∑ r, N.rate c r * (Real.exp (N.drive μ r) - 1 - N.drive μ r) =
      ∑ r, N.rate c r * (Real.exp (N.drive μ r) - 1) - ∑ r, N.rate c r * N.drive μ r := by
    rw [← Finset.sum_sub_distrib]
    exact Finset.sum_congr rfl fun r _ => by ring
  linarith
```

## (e) The inequality and its equality case

Show that the sum is nonpositive, and zero exactly when $\mu$ is orthogonal to every reaction vector.

Every $w_r(c)$ is positive, and $e^d\ge 1+d$ with equality only at $d=0$. Each term in (d) is therefore nonnegative, and the total vanishes only if every $d_r=0$. The hypotheses `hc`, `hs` and `hb` state that $c$ and $c^*$ are positive and that $c^*$ is complex balanced; reversibility is not among them.

For the reversible pair A ⇌ B, let $x$ and $z$ be the forward and backward rates at $c$. The sum is then $-(x-z)\ln(x/z)$, which vanishes only at $x=z$.

```lean
/-- With a positive complex-balanced point `c*`, the sum `∑ f_i ln (c_i / c*_i)` is nonpositive
at every positive `c`, and zero exactly when `ln (c / c*)` is orthogonal to every
reaction vector. -/
theorem dissipation_inequality (N : Network S R) {c cs : S → ℝ} (hc : ∀ i, 0 < c i)
    (hs : ∀ i, 0 < cs i) (hb : N.ComplexBalanced cs) :
    ∑ i, N.velocity c i * Real.log (c i / cs i) ≤ 0 ∧
    (∑ i, N.velocity c i * Real.log (c i / cs i) = 0 ↔
      ∀ r, ∑ i, ((N.target r i : ℝ) - N.source r i) * Real.log (c i / cs i) = 0) := by
  change ∑ i, N.velocity c i * logRatio c cs i ≤ 0 ∧
    (∑ i, N.velocity c i * logRatio c cs i = 0 ↔ ∀ r, N.drive (logRatio c cs) r = 0)
  rw [dissipation_identity N hc hs hb]
  have hw : ∀ r, 0 < N.rate c r := fun r =>
    mul_pos (N.k_pos r) (Finset.prod_pos fun i _ => pow_pos (hc i) _)
  have hn : ∀ r ∈ (univ : Finset R), 0 ≤ N.rate c r *
      (Real.exp (N.drive (logRatio c cs) r) - 1 - N.drive (logRatio c cs) r) := fun r _ =>
    mul_nonneg (hw r).le (by linarith [Real.add_one_le_exp (N.drive (logRatio c cs) r)])
  refine ⟨neg_nonpos.mpr (Finset.sum_nonneg hn), ?_⟩
  rw [neg_eq_zero, Finset.sum_eq_zero_iff_of_nonneg hn]
  constructor
  · intro h r
    by_contra hd
    -- the exponential lies strictly above its tangent away from zero
    have hlt := Real.add_one_lt_exp hd
    have hp := mul_pos (hw r) (by linarith : 0 <
      Real.exp (N.drive (logRatio c cs) r) - 1 - N.drive (logRatio c cs) r)
    exact hp.ne' (h r (mem_univ r))
  · intro h r _
    simp [h r]
```

## (f) Steady states are complex balanced

Given $c^*$ as above, show that a positive $c$ is steady exactly when it is complex balanced.

If $f(c)=0$, the sum in (e) is zero, so every $d_r=0$ and $P(y'_r)=P(y_r)$. By (c), the total rates into and out of a complex $y$ are those at $c^*$ times the same factor $e^{P(y)}$, so they remain equal. Conversely, (b) with $\varphi(y)=y_i$ gives $f_i(c)=0$.

```lean
/-- If a network has one positive complex-balanced point, its positive steady states are
exactly its positive complex-balanced points. -/
theorem steady_iff_complexBalanced (N : Network S R) {c cs : S → ℝ} (hc : ∀ i, 0 < c i)
    (hs : ∀ i, 0 < cs i) (hb : N.ComplexBalanced cs) :
    (∀ i, N.velocity c i = 0) ↔ N.ComplexBalanced c := by
  constructor
  · intro hv y
    have hd : ∀ r, N.drive (logRatio c cs) r = 0 :=
      (dissipation_inequality N hc hs hb).2.mp (by simp [hv])
    -- both total rates at `y` are rescaled by the same factor
    have h1 : ∑ r with N.source r = y, N.rate c r =
        (∑ r with N.source r = y, N.rate cs r) * Real.exp (potential (logRatio c cs) y) := by
      rw [Finset.sum_mul]
      refine Finset.sum_congr rfl fun r hr => ?_
      rw [rate_eq N hc hs r, (Finset.mem_filter.mp hr).2]
    have h2 : ∑ r with N.target r = y, N.rate c r =
        (∑ r with N.target r = y, N.rate cs r) * Real.exp (potential (logRatio c cs) y) := by
      rw [Finset.sum_mul]
      refine Finset.sum_congr rfl fun r hr => ?_
      have h := hd r
      rw [drive_eq, sub_eq_zero] at h
      rw [rate_eq N hc hs r, ← h, (Finset.mem_filter.mp hr).2]
    rw [h1, h2, hb y]
  · intro h i
    have := sum_target_eq_sum_source N h (fun y => (y i : ℝ))
    simp only [Network.velocity, mul_sub, Finset.sum_sub_distrib]
    linarith
```

## (g) Uniqueness at fixed conserved quantities

Let $c$ be a positive steady state with $c-c^*=\sum_r\xi_r(y'_r-y_r)$ for real extents $\xi_r$ of either sign. Show that $c=c^*$.

By (e) every $d_r=0$, hence $\sum_i(c_i-c_i^*)\mu_i=\sum_r\xi_rd_r=0$. A difference and the logarithm of the corresponding ratio have the same sign, so each term on the left is nonnegative and must vanish, which forces $c_i=c_i^*$. Convergence to $c^*$ is a separate question.

```lean
/-- If `c*` is positive and complex balanced, a positive steady state that differs from `c*` only by
extents of reaction `ξ` equals `c*`. -/
theorem steady_state_unique (N : Network S R) {c cs : S → ℝ} (hc : ∀ i, 0 < c i)
    (hs : ∀ i, 0 < cs i) (hb : N.ComplexBalanced cs) (hv : ∀ i, N.velocity c i = 0)
    (ξ : R → ℝ)
    (hξ : ∀ i, c i - cs i = ∑ r, ξ r * ((N.target r i : ℝ) - N.source r i)) :
    c = cs := by
  have hd : ∀ r, N.drive (logRatio c cs) r = 0 :=
    (dissipation_inequality N hc hs hb).2.mp (by simp [hv])
  have h0 : ∑ i, (c i - cs i) * logRatio c cs i = 0 := by
    have h : ∑ i, (c i - cs i) * logRatio c cs i =
        ∑ r, ξ r * N.drive (logRatio c cs) r := by
      simp only [hξ, Network.drive, Finset.sum_mul, Finset.mul_sum]
      rw [Finset.sum_comm]
      exact Finset.sum_congr rfl fun r _ => Finset.sum_congr rfl fun i _ => by ring
    rw [h]
    simp [hd]
  -- a difference and the logarithm of the ratio have the same sign
  have hpos : ∀ i, c i ≠ cs i → 0 < (c i - cs i) * logRatio c cs i := by
    intro i hi
    rcases lt_or_gt_of_ne hi with h | h
    · exact mul_pos_of_neg_of_neg (sub_neg.mpr h)
        (Real.log_neg (div_pos (hc i) (hs i)) ((div_lt_one (hs i)).mpr h))
    · exact mul_pos (sub_pos.mpr h) (Real.log_pos ((one_lt_div (hs i)).mpr h))
  have hn : ∀ i ∈ (univ : Finset S), 0 ≤ (c i - cs i) * logRatio c cs i := by
    intro i _
    by_cases h : c i = cs i
    · simp [h]
    · exact (hpos i h).le
  funext i
  by_contra h
  exact (hpos i h).ne' ((Finset.sum_eq_zero_iff_of_nonneg hn).mp h0 i (mem_univ i))
```

## (h) An irreversible cycle

Show that A → B → C → A with unit rate constants is complex balanced at unit concentrations, and that no reaction has a reverse. This cycle is an idealisation of an externally driven system with the reverse reactions neglected; a closed isothermal mixture could not sustain its steady current.

```lean
/-- The complex made of one molecule of species `r`. -/
def single (r i : Fin 3) : ℕ := if i = r then 1 else 0

/-- The irreversible cycle A → B → C → A with unit rate constants. -/
def cycle : Network (Fin 3) (Fin 3) where
  source r := single r
  target r := single (r + 1)
  k _ := 1
  k_pos _ := one_pos
```

All rates equal one. Each single-molecule complex is a source once and a target once; any other complex has two empty sums. Lean matches targets to sources by the shift $r\mapsto r+1$ modulo 3. A reverse $s$ of $r$ would need $s=r+1$ and $s+1=r$, hence $2=0$ modulo 3; `decide` checks all the pairs.

```lean
/-- The irreversible cycle is complex balanced at unit concentrations, and none of its
reactions has a reverse reaction in the network. -/
theorem cycle_witness : cycle.ComplexBalanced (fun _ => 1) ∧
    ∀ r s, ¬(cycle.source s = cycle.target r ∧ cycle.target s = cycle.source r) := by
  constructor
  · intro y
    have h : ∀ r, cycle.rate (fun _ => 1) r = 1 := by
      intro r
      simp [Network.rate, cycle]
    simp only [h, Finset.sum_filter]
    -- shifting the label maps targets to sources
    exact (Equiv.sum_comp (Equiv.addRight (1 : Fin 3))
      (fun r => if cycle.source r = y then (1 : ℝ) else 0)).symm
  · change ∀ r s : Fin 3, ¬(single s = single (r + 1) ∧ single (s + 1) = single r)
    decide

end

end ComplexBalancedNetwork
```

```lean
#print axioms ComplexBalancedNetwork.steady_iff_complexBalanced
-- 'ComplexBalancedNetwork.steady_iff_complexBalanced' depends on axioms: [propext, Classical.choice, Quot.sound]
#print axioms ComplexBalancedNetwork.steady_state_unique
-- 'ComplexBalancedNetwork.steady_state_unique' depends on axioms: [propext, Classical.choice, Quot.sound]
```
